# On two adjacent finite elements, the glued Lagrange function of a node is one at that node and zero at all others

Two adjacent intervals of the real line share the node c, each has finitely many nodes, and the function of a node p is its Lagrange polynomial on every element containing p and zero elsewhere. `shape_node` states that this function, evaluated at any node q of the mesh, is 1 if p = q and 0 otherwise; p itself may be any real number. The functions are unnormalised: divided by its norm in the quadrature with weights u and v, the function of a node p would take at p the value 1/√u(p) on the left, 1/√v(p) on the right, and 1/√(u(c) + v(c)) at the shared node. The attempt splits on whether q lies in the left element, c included, or to the right of c, and uses `lagrange_node` when p is on the same side; otherwise it must show that p ≠ q, so that both sides are zero.

Lean 4 with Mathlib refuses this proof:

```lean
import Mathlib

namespace ShapeNode

noncomputable section

/-- Two adjacent elements `[a, c]` and `[c, b]` sharing the node `c`. Each has at least one
further node, and positive quadrature weights `u` (left) and `v` (right) at its nodes. -/
structure Mesh where
  a : ℝ
  c : ℝ
  b : ℝ
  left : Finset ℝ
  right : Finset ℝ
  left_mem : ∀ x ∈ left, a ≤ x ∧ x < c
  right_mem : ∀ x ∈ right, c < x ∧ x ≤ b
  left_ne : left.Nonempty
  right_ne : right.Nonempty
  u : ℝ → ℝ
  v : ℝ → ℝ
  u_pos : ∀ x ∈ insert c left, 0 < u x
  v_pos : ∀ x ∈ insert c right, 0 < v x

/-- The Lagrange function of the node `p` for the node set `S`, evaluated at `x`. -/
def lagrange (S : Finset ℝ) (p x : ℝ) : ℝ := ∏ d ∈ S.erase p, (x - d) / (p - d)

namespace Mesh

variable (M : Mesh)

/-- All distinct nodes of the two elements. -/
def nodes : Finset ℝ := insert M.c (M.left ∪ M.right)

/-- The unnormalised function of the node `p`: the Lagrange function on each element that
contains `p`, and zero elsewhere. -/
def shape (p x : ℝ) : ℝ :=
  if M.a ≤ x ∧ x ≤ M.c then (if p ≤ M.c then lagrange (insert M.c M.left) p x else 0)
  else if M.c ≤ x ∧ x ≤ M.b then (if M.c ≤ p then lagrange (insert M.c M.right) p x else 0)
  else 0

end Mesh

/-- At the nodes of its element, a Lagrange function is one at its own node and zero at
the others. -/
theorem lagrange_node (S : Finset ℝ) (p : ℝ) {q : ℝ} (hq : q ∈ S) :
    lagrange S p q = if p = q then 1 else 0 := by
  unfold lagrange
  by_cases h : p = q
  · rw [if_pos h, ← h]
    exact Finset.prod_eq_one fun d hd =>
      div_self (sub_ne_zero.2 (Finset.ne_of_mem_erase hd).symm)
  · rw [if_neg h]
    exact Finset.prod_eq_zero (Finset.mem_erase.2 ⟨Ne.symm h, hq⟩) (by simp)

namespace Mesh

variable (M : Mesh)

lemma a_lt_c : M.a < M.c := by
  obtain ⟨x, hx⟩ := M.left_ne
  exact lt_of_le_of_lt (M.left_mem x hx).1 (M.left_mem x hx).2

/-- At every node of the mesh, the glued function of `p` is one if that node is `p` and
zero otherwise. -/
theorem shape_node (p : ℝ) {q : ℝ} (hq : q ∈ M.nodes) :
    M.shape p q = if p = q then 1 else 0 := by
  have hq' : q ∈ insert M.c M.left ∨ q ∈ M.right := by
    simp only [nodes, Finset.mem_insert, Finset.mem_union] at hq ⊢
    tauto
  unfold shape
  rcases hq' with h | h
  · have hI : M.a ≤ q ∧ q ≤ M.c := by
      rcases Finset.mem_insert.1 h with e | e
      · rw [e]
        exact ⟨M.a_lt_c.le, le_rfl⟩
      · exact ⟨(M.left_mem q e).1, (M.left_mem q e).2.le⟩
    rw [if_pos hI]
    by_cases hp : p ≤ M.c
    · rw [if_pos hp, lagrange_node _ _ h]
    · rw [if_neg hp, if_neg (fun e => hp (e ▸ hI.2))]
  · have hI := M.right_mem q h
    rw [if_neg (fun e => not_le_of_gt hI.1 e.2), if_pos ⟨hI.1.le, hI.2⟩]
    by_cases hp : M.c ≤ p
    · rw [if_pos hp, lagrange_node _ _ (Finset.mem_insert_of_mem h)]
    · rw [if_neg hp, if_neg (fun e => hp (e ▸ hI.1.le))]

end Mesh

end

end ShapeNode
```

Messages:

```
Main.lean:80:42: error: invalid `▸` notation, argument
  e
has type
  ?m.195
equality expected
Main.lean:85:42: error: invalid `▸` notation, argument
  e
has type
  ?m.270
equality expected
```

After these edits no error is left:

```diff
@@ -78,10 +78,12 @@
     by_cases hp : p ≤ M.c
     · rw [if_pos hp, lagrange_node _ _ h]
-    · rw [if_neg hp, if_neg (fun e => hp (e ▸ hI.2))]
+    · have hne : p ≠ q := fun e => hp (le_of_eq_of_le e hI.2)
+      rw [if_neg hp, if_neg hne]
   · have hI := M.right_mem q h
     rw [if_neg (fun e => not_le_of_gt hI.1 e.2), if_pos ⟨hI.1.le, hI.2⟩]
     by_cases hp : M.c ≤ p
     · rw [if_pos hp, lagrange_node _ _ (Finset.mem_insert_of_mem h)]
-    · rw [if_neg hp, if_neg (fun e => hp (e ▸ hI.1.le))]
+    · have hne : p ≠ q := fun e => hp (le_of_le_of_eq hI.1.le e.symm)
+      rw [if_neg hp, if_neg hne]
 
 end Mesh
```

Both messages say that `▸` was given an argument `e` whose type was not known to be an equality. In `rw [if_neg (fun e => ...)]`, the condition that `if_neg` refutes is not written out. It is to be found by matching against the goal, but Lean elaborates the function before that match is made. The type of `e` is therefore still a placeholder, `?m.195` in the left case and `?m.270` in the right, when `▸` needs an equality to rewrite with.

The repair proves `hne : p ≠ q` first, in each case. With that type stated, `e` is known to be `p = q`, and `if_neg hne` gives `rw` a definite condition to look for. The inequality that contradicts `hp` now comes from `le_of_eq_of_le` on the left and `le_of_le_of_eq` on the right, which chain the equality with the bound on `q`, so no `▸` remains. The mathematical argument is unchanged.
